# Exactness of the Chebyshev rule of the second kind up to degree 2n − 1

Let n ≥ 1, θ_j = jπ/(n+1), and let p be a real polynomial of degree at most 2n − 1. Then

(π/(n+1)) Σ_{j=1..n} sin²θ_j p(cos θ_j) = ∫₀^π sin²θ p(cos θ) dθ = ∫_{−1}^{1} √(1−x²) p(x) dx,

and the equality fails for a polynomial of degree 2n. Radial grids for atom-centred integration in electronic structure can be built on this rule by mapping the radius onto x in (−1, 1), but the mapped integrand is generally not a polynomial, and the theorems give no error bound for it.

```lean
import Mathlib

open Real Finset
open scoped Polynomial

namespace ChebyshevSecondKindQuadrature

noncomputable section
```

These lines load Mathlib and allow short names such as `sin`, `range` and `ℝ[X]`, the real polynomials.

```lean
/-- The equally spaced angles `θ_j = j π / (n + 1)`. -/
def node (n j : ℕ) : ℝ := j * π / (n + 1)
```

`node n j` is the angle θ_j. The natural numbers n and j are read as reals.

```lean
/-- The composite trapezoidal rule on `[0, π]` with `n + 1` equal panels. -/
def trapezoid (n : ℕ) (f : ℝ → ℝ) : ℝ :=
  π / (n + 1) * ∑ j ∈ range (n + 1), (f (node n j) + f (node n (j + 1))) / 2
```

`range (n + 1)` is the set 0, …, n. For a real function f the definition reads

T[f] = (π/(n+1)) Σ_{j=0..n} (f(θ_j) + f(θ_{j+1}))/2,

the trapezoidal rule with n + 1 panels on [0, π].

```lean
/-- The `n`-point Chebyshev rule of the second kind,
`π / (n + 1) * ∑_{j = 1..n} sin² θ_j * g (cos θ_j)`. -/
def chebRule (n : ℕ) (g : ℝ → ℝ) : ℝ :=
  π / (n + 1) * ∑ j ∈ Icc 1 n, sin (node n j) ^ 2 * g (cos (node n j))
```

`Icc 1 n` is the set 1, …, n. For a function g of x = cos θ,

Q[g] = (π/(n+1)) Σ_{j=1..n} sin²θ_j g(cos θ_j).

```lean
/-- Multiplied by `sin b`, the panel sum of `cos (2 j b) + cos (2 (j + 1) b)` over `j < N`
telescopes to `cos b * sin (2 N b)`. -/
theorem cos_panel_sum (b : ℝ) (N : ℕ) :
    sin b * ∑ j ∈ range N, (cos (2 * (j : ℝ) * b) + cos (2 * ((j : ℝ) + 1) * b))
      = cos b * sin (2 * (N : ℝ) * b) := by
  have key : ∀ c : ℝ, sin b * (cos (c - b) + cos (c + b))
      = cos b * (sin (c + b) - sin (c - b)) := by
    intro c
    rw [cos_sub, cos_add, sin_sub, sin_add]
    ring
  induction N with
  | zero => simp
  | succ N ih =>
    rw [sum_range_succ, mul_add, ih]
    push_cast
    have h1 : 2 * (N : ℝ) * b = (2 * N + 1) * b - b := by ring
    have h2 : 2 * ((N : ℝ) + 1) * b = (2 * N + 1) * b + b := by ring
    rw [h1, h2]
    linear_combination key ((2 * N + 1) * b)
```

For real b and natural N,

sin b · Σ_{j=0..N−1} (cos 2jb + cos 2(j+1)b) = cos b · sin 2Nb.

By the addition formulas, for any real c both sides of

sin b (cos(c−b) + cos(c+b)) = cos b (sin(c+b) − sin(c−b))

equal 2 sin b cos b cos c; this is `key`. With c = (2j+1)b, panel j contributes cos b (sin 2(j+1)b − sin 2jb), and the sum telescopes. The `induction` adds one panel at a time.

```lean
/-- The trapezoidal rule with `n + 1` panels integrates `cos (m θ)` over `[0, π]` exactly
for every integer `m` with `|m| < 2 (n + 1)`. -/
theorem trapezoid_cos (n : ℕ) (m : ℤ) (hm : |m| < 2 * (n + 1)) :
    trapezoid n (fun θ => cos (m * θ)) = ∫ θ in (0 : ℝ)..π, cos (m * θ) := by
  have hN : (0 : ℝ) < n + 1 := by positivity
  by_cases h0 : m = 0
  · subst h0
    simp [trapezoid]
    field_simp
  have hm0 : (m : ℝ) ≠ 0 := by exact_mod_cast h0
  have hint : ∫ θ in (0 : ℝ)..π, cos (m * θ) = 0 := by
    rw [intervalIntegral.integral_comp_mul_left cos hm0, integral_cos]
    simp [sin_int_mul_pi]
  -- half the phase step `b` lies in `(-π, π)` and is not zero, so `sin b ≠ 0`
  obtain ⟨b, hb⟩ : ∃ b : ℝ, m * π = 2 * (n + 1) * b :=
    ⟨m * π / (2 * (n + 1)), by field_simp⟩
  have hlo : -(2 * ((n : ℝ) + 1)) < m := by exact_mod_cast (abs_lt.1 hm).1
  have hhi : (m : ℝ) < 2 * ((n : ℝ) + 1) := by exact_mod_cast (abs_lt.1 hm).2
  have hb1 : -π < b := by nlinarith [mul_lt_mul_of_pos_right hlo pi_pos]
  have hb2 : b < π := by nlinarith [mul_lt_mul_of_pos_right hhi pi_pos]
  have hs : sin b ≠ 0 := by
    intro h
    rw [(sin_eq_zero_iff_of_lt_of_lt hb1 hb2).1 h, mul_zero] at hb
    exact mul_ne_zero hm0 pi_ne_zero hb
  have hnode : ∀ j : ℕ, (m : ℝ) * node n j = 2 * (j : ℝ) * b := by
    intro j
    unfold node
    rw [show (m : ℝ) * (j * π / (n + 1)) = j * (m * π) / (n + 1) by ring, hb]
    field_simp
  have h := cos_panel_sum b (n + 1)
  push_cast at h
  rw [← hb, sin_int_mul_pi, mul_zero] at h
  have hsum := (mul_eq_zero.1 h).resolve_left hs
  rw [hint]
  simp only [trapezoid, hnode, Nat.cast_add, Nat.cast_one]
  rw [← Finset.sum_div, hsum]
  simp
```

T is exact for cos mθ when m is an integer with |m| < 2(n+1). For m = 0 both sides are π. Otherwise the integral is sin(mπ)/m = 0 (`hint`). Put b = mπ/(2(n+1)), so that mθ_j = 2jb (`hnode`). The telescoping identity with N = n + 1 has right side cos b · sin mπ = 0. Since 0 < |b| < π, sin b is nonzero (`hs`), so the panel sum vanishes (`hsum`). At m = 2(n+1) the cosine equals 1 at every node and T gives π against an integral of 0, a check by hand that Lean was not asked to make.

```lean
/-- If the trapezoidal rule is exact for two continuous integrands, it is exact for every
linear combination of them. -/
theorem exact_comb (n : ℕ) {f g : ℝ → ℝ} (hf : Continuous f) (hg : Continuous g) (a b : ℝ)
    (ef : trapezoid n f = ∫ θ in (0 : ℝ)..π, f θ)
    (eg : trapezoid n g = ∫ θ in (0 : ℝ)..π, g θ) :
    trapezoid n (fun θ => a * f θ + b * g θ) = ∫ θ in (0 : ℝ)..π, (a * f θ + b * g θ) := by
  have h1 : IntervalIntegrable (fun θ => a * f θ) MeasureTheory.volume 0 π :=
    (hf.intervalIntegrable _ _).const_mul a
  have h2 : IntervalIntegrable (fun θ => b * g θ) MeasureTheory.volume 0 π :=
    (hg.intervalIntegrable _ _).const_mul b
  rw [intervalIntegral.integral_add h1 h2, intervalIntegral.integral_const_mul a,
    intervalIntegral.integral_const_mul b, ← ef, ← eg]
  simp only [trapezoid, Finset.mul_sum, ← sum_add_distrib]
  exact sum_congr rfl fun j _ => by ring
```

If T is exact for f and g, it is exact for af + bg with real a and b, since the sum and the integral are both linear. Continuity supplies the integrability (`h1`, `h2`) needed to split the integral.

```lean
/-- The trapezoidal rule with `n + 1` panels is exact for `cos^k θ * cos (m θ)` whenever
`|m| + k < 2 (n + 1)`. -/
theorem trapezoid_cos_pow_mul_cos (n k : ℕ) (m : ℤ) (hm : |m| + k < 2 * (n + 1)) :
    trapezoid n (fun θ => cos θ ^ k * cos (m * θ))
      = ∫ θ in (0 : ℝ)..π, cos θ ^ k * cos (m * θ) := by
  induction k generalizing m with
  | zero =>
    simp only [pow_zero, one_mul]
    exact trapezoid_cos n m (by simpa using hm)
  | succ k ih =>
    -- one factor `cos θ` splits the harmonic `m` into `m + 1` and `m - 1`
    have e : ∀ θ : ℝ, cos θ ^ (k + 1) * cos (m * θ)
        = 1 / 2 * (cos θ ^ k * cos (((m + 1 : ℤ) : ℝ) * θ))
          + 1 / 2 * (cos θ ^ k * cos (((m - 1 : ℤ) : ℝ) * θ)) := by
      intro θ
      push_cast
      rw [show ((m : ℝ) + 1) * θ = m * θ + θ by ring,
        show ((m : ℝ) - 1) * θ = m * θ - θ by ring, cos_add, cos_sub]
      ring
    push_cast at hm
    have hp : |m + 1| + k < 2 * (n + 1) := by
      rcases abs_cases m with h | h <;> rcases abs_cases (m + 1) with h' | h' <;>
        linarith [h.1, h.2, h'.1, h'.2]
    have hq : |m - 1| + k < 2 * (n + 1) := by
      rcases abs_cases m with h | h <;> rcases abs_cases (m - 1) with h' | h' <;>
        linarith [h.1, h.2, h'.1, h'.2]
    simp only [e]
    exact exact_comb n (by fun_prop) (by fun_prop) _ _ (ih (m + 1) hp) (ih (m - 1) hq)
```

T is exact for cos^k θ cos mθ when |m| + k < 2(n+1). The case k = 0 is `trapezoid_cos`. The step `e` is

cos^{k+1}θ cos mθ = ½ cos^k θ cos(m+1)θ + ½ cos^k θ cos(m−1)θ,

and |m ± 1| + k ≤ |m| + k + 1 keeps both terms within the bound (`hp`, `hq`). The words `generalizing m` make the induction hypothesis available at m ± 1; m is an integer because m − 1 can be negative.

```lean
/-- The trapezoidal rule with `n + 1` panels is exact for `q (cos θ)` when the polynomial `q`
has degree below `2 (n + 1)`. -/
theorem trapezoid_poly (n : ℕ) (q : ℝ[X]) (hq : q.natDegree < 2 * (n + 1)) :
    trapezoid n (fun θ => q.eval (cos θ)) = ∫ θ in (0 : ℝ)..π, q.eval (cos θ) := by
  have key : ∀ d : ℕ, d ≤ 2 * (n + 1) →
      trapezoid n (fun θ => ∑ i ∈ range d, q.coeff i * cos θ ^ i)
        = ∫ θ in (0 : ℝ)..π, ∑ i ∈ range d, q.coeff i * cos θ ^ i := by
    intro d hd
    induction d with
    | zero => simp [trapezoid]
    | succ d ih =>
      have h1 := ih (by omega)
      have h2 := trapezoid_cos_pow_mul_cos n d 0 (by rw [abs_zero]; omega)
      simp only [Int.cast_zero, zero_mul, cos_zero, mul_one] at h2
      have h3 := exact_comb n (by fun_prop) (by fun_prop) 1 (q.coeff d) h1 h2
      simpa only [one_mul, sum_range_succ] using h3
  simp only [Polynomial.eval_eq_sum_range]
  exact key _ (by omega)
```

For a polynomial q with coefficients q_i and degree below 2(n+1), write q(cos θ) = Σ_i q_i cos^i θ. Each power is the case m = 0 above, and `key` adds the terms one by one through `exact_comb`. Here `q.eval x` is q(x) and `natDegree` is the degree, taken as 0 for the zero polynomial.

```lean
/-- The Chebyshev rule applied to `g` is the trapezoidal rule applied to
`sin² θ * g (cos θ)`. -/
theorem chebRule_eq_trapezoid (n : ℕ) (g : ℝ → ℝ) :
    chebRule n g = trapezoid n (fun θ => sin θ ^ 2 * g (cos θ)) := by
  have key : ∀ (F : ℕ → ℝ) (k : ℕ), ∑ j ∈ range (k + 1), (F j + F (j + 1)) / 2
      = ∑ j ∈ Icc 1 k, F j + (F 0 + F (k + 1)) / 2 := by
    intro F k
    induction k with
    | zero => simp
    | succ k ih =>
      rw [sum_range_succ, ih, sum_Icc_succ_top (Nat.le_add_left 1 k)]
      ring
  have h0 : node n 0 = 0 := by simp [node]
  have hπ : node n (n + 1) = π := by
    unfold node
    push_cast
    field_simp
  -- the end points `0` and `π` drop out because the sine vanishes there
  have h := key (fun j => sin (node n j) ^ 2 * g (cos (node n j))) n
  simp only [h0, hπ, sin_zero, sin_pi] at h
  simp only [chebRule, trapezoid]
  rw [h]
  ring
```

For any numbers F_j and natural k,

Σ_{j=0..k} (F_j + F_{j+1})/2 = Σ_{j=1..k} F_j + (F_0 + F_{k+1})/2.

Take k = n and F_j = sin²θ_j g(cos θ_j). The end angles θ_0 = 0 and θ_{n+1} = π have zero sine, so Q[g] = T[sin²θ g(cos θ)] for every g.

```lean
/-- Gauss-Chebyshev quadrature of the second kind: for a real polynomial `p` of degree below
`2 n`, the `n`-point rule equals the integral of `sin² θ * p (cos θ)` over `[0, π]`. -/
theorem chebRule_exact (n : ℕ) (p : ℝ[X]) (hp : p.natDegree < 2 * n) :
    chebRule n (fun x => p.eval x) = ∫ θ in (0 : ℝ)..π, sin θ ^ 2 * p.eval (cos θ) := by
  have h1 : (1 - Polynomial.X ^ 2 : ℝ[X]).natDegree ≤ 2 := by compute_degree
  have h2 : ((1 - Polynomial.X ^ 2) * p).natDegree
      ≤ (1 - Polynomial.X ^ 2 : ℝ[X]).natDegree + p.natDegree := Polynomial.natDegree_mul_le
  have h := trapezoid_poly n ((1 - Polynomial.X ^ 2) * p) (by omega)
  simp only [Polynomial.eval_mul, Polynomial.eval_sub, Polynomial.eval_one,
    Polynomial.eval_pow, Polynomial.eval_X, ← Real.sin_sq] at h
  rw [chebRule_eq_trapezoid]
  exact h
```

This is the first equality of the result. The hypothesis `p.natDegree < 2 * n` means degree at most 2n − 1 and cannot hold at n = 0, so it implies n ≥ 1. The polynomial q = (1 − x²)p has degree at most 2 + (2n − 1) < 2(n+1) (`h1`, `h2`), and q(cos θ) = sin²θ p(cos θ), so `trapezoid_poly` and `chebRule_eq_trapezoid` finish the proof. At n = 1 the only node is θ_1 = π/2 and the rule is (π/2) p(0); for p = a + bx both sides are aπ/2.

```lean
/-- For a real polynomial `p` of degree below `2 n`, the `n`-point rule equals the integral of
`√(1 - x²) * p x` over `[-1, 1]`. -/
theorem chebRule_exact_weight (n : ℕ) (p : ℝ[X]) (hp : p.natDegree < 2 * n) :
    chebRule n (fun x => p.eval x) = ∫ x in (-1 : ℝ)..1, √(1 - x ^ 2) * p.eval x := by
  have hg : Continuous fun x : ℝ => √(1 - x ^ 2) * p.eval x := by
    have := p.continuous
    fun_prop
  -- substitution `x = cos θ`
  have h := intervalIntegral.integral_comp_mul_deriv (a := 0) (b := π) (f := cos)
    (f' := fun θ => -sin θ) (fun x _ => hasDerivAt_cos x) (by fun_prop) hg
  rw [cos_zero, cos_pi, intervalIntegral.integral_symm (-1) 1] at h
  rw [chebRule_exact n p hp, ← neg_inj, ← h, ← intervalIntegral.integral_neg]
  apply intervalIntegral.integral_congr
  intro θ hθ
  rw [Set.uIcc_of_le pi_pos.le] at hθ
  simp only [Function.comp_apply]
  rw [← Real.sin_sq, sqrt_sq (sin_nonneg_of_mem_Icc hθ)]
  ring
```

This is the form with weight √(1−x²). For G(x) = √(1−x²) p(x), the substitution x = cos θ (`h`) gives

∫₀^π G(cos θ)(−sin θ) dθ = −∫_{−1}^{1} G(x) dx.

On [0, π] the sine is non-negative, so √(1 − cos²θ) = sin θ and G(cos θ) sin θ = sin²θ p(cos θ).

```lean
/-- The square of the Chebyshev polynomial `U_n` has degree `2 n`; the `n`-point rule gives `0`
for it, while the integral of `sin² θ * U_n (cos θ)²` over `[0, π]` is `π / 2`. -/
theorem chebRule_sharp (n : ℕ) :
    (Polynomial.Chebyshev.U ℝ n ^ 2).natDegree = 2 * n ∧
    chebRule n (fun x => (Polynomial.Chebyshev.U ℝ n ^ 2).eval x) = 0 ∧
    ∫ θ in (0 : ℝ)..π, sin θ ^ 2 * (Polynomial.Chebyshev.U ℝ n ^ 2).eval (cos θ) = π / 2 := by
  have hN : (n : ℝ) + 1 ≠ 0 := by positivity
  have e : ∀ θ : ℝ, sin θ ^ 2 * (Polynomial.Chebyshev.U ℝ n ^ 2).eval (cos θ)
      = sin ((n + 1) * θ) ^ 2 := by
    intro θ
    have h : (Polynomial.Chebyshev.U ℝ n).eval (cos θ) * sin θ
        = sin ((((n : ℤ) : ℝ) + 1) * θ) := Polynomial.Chebyshev.U_real_cos _ _
    rw [Int.cast_natCast] at h
    rw [Polynomial.eval_pow, ← h]
    ring
  refine ⟨?_, ?_, ?_⟩
  · rw [Polynomial.natDegree_pow, Polynomial.Chebyshev.natDegree_U_natCast]
  · simp only [chebRule, e]
    rw [sum_eq_zero, mul_zero]
    intro j _
    have hj : ((n : ℝ) + 1) * node n j = j * π := by
      unfold node
      field_simp
    rw [hj, sin_nat_mul_pi]
    norm_num
  · have hs : sin (((n : ℝ) + 1) * π) = 0 := by exact_mod_cast sin_nat_mul_pi (n + 1)
    simp only [e]
    rw [intervalIntegral.integral_comp_mul_left (fun x => sin x ^ 2) hN, integral_sin_sq]
    simp only [mul_zero, sin_zero, hs, smul_eq_mul, zero_mul, sub_zero, zero_add, sub_self]
    field_simp

end

end ChebyshevSecondKindQuadrature
```

The theorem shows what happens without the degree bound. `Polynomial.Chebyshev.U ℝ n` is the Chebyshev polynomial U_n of the second kind, of degree n, with U_n(cos θ) sin θ = sin(n+1)θ. Three statements, joined by `∧`, hold for every natural n: U_n² has degree 2n, Q[U_n²] = 0, and the integral is π/2. Squaring the identity gives `e`:

sin²θ U_n(cos θ)² = sin²(n+1)θ.

At a node (n+1)θ_j = jπ, so every term of the rule is zero, while

∫₀^π sin²(n+1)θ dθ = (1/(n+1)) ∫₀^{(n+1)π} sin²u du = π/2.

For n = 1 this is p = 4x²: the rule samples p(0) = 0, and the integral of sin²2θ over [0, π] is π/2.

```lean
#print axioms ChebyshevSecondKindQuadrature.chebRule_exact
-- 'ChebyshevSecondKindQuadrature.chebRule_exact' depends on axioms: [propext, Classical.choice, Quot.sound]
#print axioms ChebyshevSecondKindQuadrature.chebRule_exact_weight
-- 'ChebyshevSecondKindQuadrature.chebRule_exact_weight' depends on axioms: [propext, Classical.choice, Quot.sound]
#print axioms ChebyshevSecondKindQuadrature.chebRule_sharp
-- 'ChebyshevSecondKindQuadrature.chebRule_sharp' depends on axioms: [propext, Classical.choice, Quot.sound]
```
